# Equally populated spheroidal valleys with common masses \(m_l\neq m_t\) have an isotropic average inverse mass in \(d\) dimensions only if there are at least \(d\) of them

Each valley is modelled here by a unit axis \(n_i\in\mathbb R^d\), and all \(N\ge 1\) valleys share a longitudinal mass \(m_l>0\) and a transverse mass \(m_t>0\). The inverse-mass tensor is written in closed form rather than as a matrix inverse, and it is this tensor, not the mass tensor, that is averaged with equal weights:

\[
W_i=\frac1{m_t}I+\Big(\frac1{m_l}-\frac1{m_t}\Big)n_in_i^T,\qquad
\overline W=\frac1N\sum_i W_i .
\]

If \(m_l\neq m_t\) and \(\overline W\) is a multiple of the identity \(I\), then \(N\ge d\). If moreover \(N=d\), the axes are pairwise orthogonal.

## Scalar conductivity masses in transport codes

For parabolic, equally populated valleys with one common scalar relaxation time, the conductivity is proportional to \(\overline W\), so a code that uses a single conductivity mass for currents in every direction assumes that \(\overline W\) is isotropic. The bound gives a quick check on that input: if strain leaves carriers only in equally populated valleys along one or two axes of a three-dimensional model, with \(m_l\ne m_t\), no scalar mass reproduces the full tensor. One may still suffice for restricted directions: with valleys along a single axis, currents perpendicular to it see the mass \(m_t\). Opposite valleys \(\pm n\) have the same tensor, so equally populated pairs can be counted once per axis.

## From the trace to the overlaps

With \(P=nn^T\) and \(n\cdot n=1\), we have \(P^2=P\). In the product of the mass tensor \(m_tI+(m_l-m_t)P\) with the inverse-mass tensor, the coefficient of \(P\) is

\[
\Big(\frac{m_t}{m_l}-1\Big)+\Big(\frac{m_l}{m_t}-1\Big)+\Big(2-\frac{m_l}{m_t}-\frac{m_t}{m_l}\Big)=0,
\]

so the product is \(I\). Now let \(S=\sum_i n_in_i^T\). Then

\[
\overline W=\frac1{m_t}I+\frac1N\Big(\frac1{m_l}-\frac1{m_t}\Big)S .
\]

Suppose \(\overline W=cI\). The coefficient of \(S\) is nonzero because \(m_l\ne m_t\), so \(S=sI\) for some real \(s\). Each dyad has trace 1, hence \(N=sd\) and \(S=(N/d)I\). For any vector \(u\),

\[
\sum_j(u\cdot n_j)^2=u^TSu=\frac Nd\,u\cdot u .
\]

Set \(u=n_i\). The term \(j=i\) is 1 and the others are nonnegative, so \(1\le N/d\). If \(N=d\), the whole sum is 1, and every other overlap \(n_i\cdot n_j\) vanishes.

Conversely, let \(N=d\) with orthonormal axes, and let \(A\) be the square matrix with rows \(n_i\). Then \(AA^T=I\) implies \(A^TA=S=I\), and \(\overline W\) is isotropic.

## The Lean file

```lean
import Mathlib

open Matrix

namespace ValleyAveraging

noncomputable section

/-- The longitudinal and transverse effective masses of a spheroidal valley, both positive. -/
structure ValleyMasses where
  /-- longitudinal mass -/
  ml : ℝ
  /-- transverse mass -/
  mt : ℝ
  ml_pos : 0 < ml
  mt_pos : 0 < mt

/-- The effective-mass tensor of a spheroidal valley whose axis is given by `n`, which is meant to
be a unit vector. -/
def massTensor {d : ℕ} (m : ValleyMasses) (n : Fin d → ℝ) : Matrix (Fin d) (Fin d) ℝ :=
  m.mt • (1 : Matrix (Fin d) (Fin d) ℝ) + (m.ml - m.mt) • vecMulVec n n

/-- The closed formula for the inverse-mass tensor of a spheroidal valley whose axis is given by
`n`, which is meant to be a unit vector. -/
def invMass {d : ℕ} (m : ValleyMasses) (n : Fin d → ℝ) : Matrix (Fin d) (Fin d) ℝ :=
  (1 / m.mt) • (1 : Matrix (Fin d) (Fin d) ℝ) + (1 / m.ml - 1 / m.mt) • vecMulVec n n

/-- The inverse-mass tensor averaged over `N` equally populated valleys with axes `n i`, which are
meant to be unit vectors. -/
def avgInvMass {d N : ℕ} (m : ValleyMasses) (n : Fin N → Fin d → ℝ) :
    Matrix (Fin d) (Fin d) ℝ :=
  (1 / (N : ℝ)) • ∑ i, invMass m (n i)

/-- A tensor is isotropic if it is a real multiple of the identity. -/
def IsIsotropic {d : ℕ} (M : Matrix (Fin d) (Fin d) ℝ) : Prop :=
  ∃ c : ℝ, M = c • (1 : Matrix (Fin d) (Fin d) ℝ)

/-- For a unit axis, the mass tensor times the inverse-mass tensor is the identity. -/
theorem massTensor_mul_invMass {d : ℕ} (m : ValleyMasses) (n : Fin d → ℝ)
    (hn : n ⬝ᵥ n = 1) : massTensor m n * invMass m n = 1 := by
  have hl := m.ml_pos.ne'
  have ht := m.mt_pos.ne'
  -- the dyad of a unit vector is a projector
  have hP : vecMulVec n n * vecMulVec n n = vecMulVec n n := by
    ext a b
    have h : ∑ c, n a * n c * (n c * n b) = n a * (n ⬝ᵥ n) * n b := by
      simp only [dotProduct, Finset.mul_sum, Finset.sum_mul]
      exact Finset.sum_congr rfl fun c _ => by ring
    simp only [Matrix.mul_apply, vecMulVec_apply]
    rw [h, hn, mul_one]
  simp only [massTensor, invMass, add_mul, mul_add, smul_mul_assoc, mul_smul_comm,
    one_mul, mul_one, hP]
  match_scalars <;> field_simp
  ring

/-- The averaged inverse-mass tensor is an isotropic part plus a multiple of the sum of
the axis dyads. -/
theorem avgInvMass_eq {d N : ℕ} (m : ValleyMasses) (n : Fin N → Fin d → ℝ) (hN : 0 < N) :
    avgInvMass m n = (1 / m.mt) • (1 : Matrix (Fin d) (Fin d) ℝ)
      + ((1 / m.ml - 1 / m.mt) / N) • ∑ i, vecMulVec (n i) (n i) := by
  have hN' : (N : ℝ) ≠ 0 := by exact_mod_cast hN.ne'
  have ht := m.mt_pos.ne'
  have h1 : 1 / (N : ℝ) * N * (1 / m.mt) = 1 / m.mt := by
    rw [one_div_mul_cancel hN', one_mul]
  have h2 : 1 / (N : ℝ) * (1 / m.ml - 1 / m.mt) = (1 / m.ml - 1 / m.mt) / N := by ring
  simp only [avgInvMass, invMass]
  rw [Finset.sum_add_distrib, Finset.sum_const, ← Finset.smul_sum, Finset.card_univ,
    Fintype.card_fin, ← Nat.cast_smul_eq_nsmul ℝ, smul_add, smul_smul, smul_smul,
    smul_smul, h1, h2]

/-- If the axis dyads sum to a multiple of the identity, the averaged inverse-mass tensor
is isotropic. -/
theorem isotropic_of_dyads {d N : ℕ} (m : ValleyMasses) (n : Fin N → Fin d → ℝ)
    (hN : 0 < N) (h : IsIsotropic (∑ i, vecMulVec (n i) (n i))) :
    IsIsotropic (avgInvMass m n) := by
  obtain ⟨s, hs⟩ := h
  refine ⟨1 / m.mt + (1 / m.ml - 1 / m.mt) / N * s, ?_⟩
  rw [avgInvMass_eq m n hN, hs, smul_smul, ← add_smul]

/-- If the averaged inverse-mass tensor of anisotropic valleys is isotropic, the dyads of
the `N` unit axes sum to `N / d` times the identity. -/
theorem dyads_of_isotropic {d N : ℕ} (m : ValleyMasses) (hm : m.ml ≠ m.mt)
    (n : Fin N → Fin d → ℝ) (hN : 0 < N) (hn : ∀ i, n i ⬝ᵥ n i = 1)
    (h : IsIsotropic (avgInvMass m n)) :
    ∑ i, vecMulVec (n i) (n i) = ((N : ℝ) / d) • (1 : Matrix (Fin d) (Fin d) ℝ) := by
  obtain ⟨c, hc⟩ := h
  rw [avgInvMass_eq m n hN] at hc
  have hN' : (N : ℝ) ≠ 0 := by exact_mod_cast hN.ne'
  have hd : (d : ℝ) ≠ 0 := by
    intro h0
    have h0' : d = 0 := by exact_mod_cast h0
    subst h0'
    have := hn ⟨0, hN⟩
    simp [dotProduct] at this
  have hb : (1 / m.ml - 1 / m.mt) / (N : ℝ) ≠ 0 := by
    refine div_ne_zero (fun h0 => hm ?_) hN'
    have hl := m.ml_pos.ne'
    have ht := m.mt_pos.ne'
    have h1 : m.ml * m.mt * (1 / m.ml - 1 / m.mt) = m.mt - m.ml := by field_simp
    rw [h0, mul_zero] at h1
    linarith
  -- the anisotropic part alone must be scalar
  have key : ((1 / m.ml - 1 / m.mt) / (N : ℝ)) • ∑ i, vecMulVec (n i) (n i)
      = (c - 1 / m.mt) • (1 : Matrix (Fin d) (Fin d) ℝ) := by
    rw [sub_smul, ← hc, add_sub_cancel_left]
  have hS := (inv_smul_smul₀ hb (∑ i, vecMulVec (n i) (n i))).symm
  rw [key, smul_smul] at hS
  -- the trace fixes the scalar
  have htr := congrArg Matrix.trace hS
  rw [Matrix.trace_sum, Matrix.trace_smul, Matrix.trace_one, Fintype.card_fin,
    smul_eq_mul] at htr
  simp only [Matrix.trace_vecMulVec, hn, Finset.sum_const, Finset.card_univ,
    Fintype.card_fin, nsmul_eq_mul, mul_one] at htr
  rw [hS, (eq_div_iff hd).mpr htr.symm]

/-- The sum of the axis dyads is `Aᵀ * A`, where `A` is the matrix whose rows are the axes. -/
theorem dyads_eq_mul {d N : ℕ} (n : Fin N → Fin d → ℝ) :
    ∑ i, vecMulVec (n i) (n i) = (Matrix.of n)ᵀ * Matrix.of n := by
  ext a b
  simp [Matrix.sum_apply, vecMulVec_apply, Matrix.mul_apply]

/-- If the average over anisotropic valleys is isotropic, the squared projections of any
vector `u` on the `N` axes sum to `N / d` times the squared length of `u`. -/
theorem sum_sq_projection {d N : ℕ} (m : ValleyMasses) (hm : m.ml ≠ m.mt)
    (n : Fin N → Fin d → ℝ) (hN : 0 < N) (hn : ∀ i, n i ⬝ᵥ n i = 1)
    (h : IsIsotropic (avgInvMass m n)) (u : Fin d → ℝ) :
    ∑ j, (u ⬝ᵥ n j) ^ 2 = (N : ℝ) / d * (u ⬝ᵥ u) := by
  have hS := dyads_of_isotropic m hm n hN hn h
  rw [dyads_eq_mul] at hS
  have h1 : ∑ j, (u ⬝ᵥ n j) ^ 2 = (Matrix.of n *ᵥ u) ⬝ᵥ (Matrix.of n *ᵥ u) := by
    change _ = ∑ j, (Matrix.of n *ᵥ u) j * (Matrix.of n *ᵥ u) j
    refine Finset.sum_congr rfl fun j _ => ?_
    rw [sq, dotProduct_comm u]
    rfl
  have h2 : u ⬝ᵥ (((Matrix.of n)ᵀ * Matrix.of n) *ᵥ u)
      = (Matrix.of n *ᵥ u) ⬝ᵥ (Matrix.of n *ᵥ u) := by
    rw [← Matrix.mulVec_mulVec, Matrix.dotProduct_mulVec u (Matrix.of n)ᵀ,
      Matrix.vecMul_transpose]
  rw [h1, ← h2, hS]
  simp [Matrix.smul_mulVec]

/-- If `N ≥ 1` equally populated anisotropic valleys in `d` dimensions have an isotropic
averaged inverse-mass tensor, then `N ≥ d`, and for `N = d` the axes are pairwise
orthogonal. -/
theorem valley_count_of_isotropic {d N : ℕ} (m : ValleyMasses) (hm : m.ml ≠ m.mt)
    (n : Fin N → Fin d → ℝ) (hN : 0 < N) (hn : ∀ i, n i ⬝ᵥ n i = 1)
    (h : IsIsotropic (avgInvMass m n)) :
    d ≤ N ∧ (N = d → ∀ i j, i ≠ j → n i ⬝ᵥ n j = 0) := by
  have hsum : ∀ i, ∑ j, (n i ⬝ᵥ n j) ^ 2 = (N : ℝ) / d := fun i => by
    rw [sum_sq_projection m hm n hN hn h, hn, mul_one]
  constructor
  · -- the valley's overlap with itself already contributes one
    rcases Nat.eq_zero_or_pos d with hd | hd
    · omega
    have h1 := Finset.single_le_sum (f := fun j => (n ⟨0, hN⟩ ⬝ᵥ n j) ^ 2)
      (fun j _ => sq_nonneg _) (Finset.mem_univ (⟨0, hN⟩ : Fin N))
    simp only [hsum, hn, one_pow] at h1
    have hd' : (0 : ℝ) < d := by exact_mod_cast hd
    rw [le_div_iff₀ hd', one_mul] at h1
    exact_mod_cast h1
  · -- for N = d nothing is left for the other overlaps
    intro hNd i j hij
    have hN' : (N : ℝ) ≠ 0 := by exact_mod_cast hN.ne'
    have h1 := hsum i
    have hq : (N : ℝ) / d = 1 := by rw [← hNd, div_self hN']
    rw [hq, ← Finset.add_sum_erase _ _ (Finset.mem_univ i), hn] at h1
    have h2 : (n i ⬝ᵥ n j) ^ 2 ≤ ∑ k ∈ Finset.univ.erase i, (n i ⬝ᵥ n k) ^ 2 :=
      Finset.single_le_sum (s := Finset.univ.erase i)
      (f := fun k => (n i ⬝ᵥ n k) ^ 2) (fun k _ => sq_nonneg _)
      (Finset.mem_erase.mpr ⟨hij.symm, Finset.mem_univ j⟩)
    have h3 : (n i ⬝ᵥ n j) ^ 2 ≤ 0 := by linarith
    exact pow_eq_zero_iff (two_ne_zero) |>.mp (le_antisymm h3 (sq_nonneg _))

/-- For `d ≥ 1` anisotropic valleys in `d` dimensions, the averaged inverse-mass tensor is
isotropic exactly when the axes are pairwise orthogonal. -/
theorem isotropic_iff_orthogonal {d : ℕ} (m : ValleyMasses) (hm : m.ml ≠ m.mt)
    (n : Fin d → Fin d → ℝ) (hd : 0 < d) (hn : ∀ i, n i ⬝ᵥ n i = 1) :
    IsIsotropic (avgInvMass m n) ↔ ∀ i j, i ≠ j → n i ⬝ᵥ n j = 0 := by
  refine ⟨fun h => (valley_count_of_isotropic m hm n hd hn h).2 rfl, fun h => ?_⟩
  -- orthonormal rows of a square matrix give orthonormal columns
  have hA : Matrix.of n * (Matrix.of n)ᵀ = 1 := by
    ext i j
    change n i ⬝ᵥ n j = _
    by_cases hij : i = j
    · subst hij
      rw [hn, Matrix.one_apply_eq]
    · rw [h i j hij, Matrix.one_apply_ne hij]
  refine isotropic_of_dyads m n hd ⟨1, ?_⟩
  rw [dyads_eq_mul, mul_eq_one_comm.mp hA, one_smul]

/-- Three unit axes in the plane at 120 degrees to one another. -/
def triad : Fin 3 → Fin 2 → ℝ :=
  ![![1, 0], ![-1 / 2, √3 / 2], ![-1 / 2, -(√3 / 2)]]

/-- The three planar axes at 120 degrees are unit vectors with an isotropic averaged
inverse-mass tensor, and the first two are not orthogonal. -/
theorem triad_witness (m : ValleyMasses) :
    (∀ i, triad i ⬝ᵥ triad i = 1) ∧ IsIsotropic (avgInvMass m triad) ∧
      triad 0 ⬝ᵥ triad 1 ≠ 0 := by
  have h3 : √3 * √3 = (3 : ℝ) := Real.mul_self_sqrt (by norm_num)
  refine ⟨fun i => ?_, isotropic_of_dyads m triad (by norm_num) ⟨3 / 2, ?_⟩, ?_⟩
  · fin_cases i <;> simp [triad, dotProduct, Fin.sum_univ_succ] <;> linarith
  · ext a b
    fin_cases a <;> fin_cases b <;>
      simp [triad, Matrix.sum_apply, vecMulVec_apply, Fin.sum_univ_succ] <;> linarith
  · simp [triad, dotProduct, Fin.sum_univ_succ]

end

end ValleyAveraging
```

```lean
#print axioms ValleyAveraging.massTensor_mul_invMass
#print axioms ValleyAveraging.valley_count_of_isotropic
#print axioms ValleyAveraging.isotropic_iff_orthogonal
```

```
'ValleyAveraging.massTensor_mul_invMass' depends on axioms: [propext, Classical.choice, Quot.sound]
'ValleyAveraging.valley_count_of_isotropic' depends on axioms: [propext, Classical.choice, Quot.sound]
'ValleyAveraging.isotropic_iff_orthogonal' depends on axioms: [propext, Classical.choice, Quot.sound]
```

## What is proved, and for which valleys

In `valley_count_of_isotropic`, an axis is a function `Fin d → ℝ`, `⬝ᵥ` is the dot product and `vecMulVec` forms the dyad. The hypotheses are unequal masses (`hm`), at least one valley (`hN`), unit axes (`hn`) and an isotropic average (`h`); `dyads_of_isotropic` and `sum_sq_projection` share them. The condition \(d\ge1\) is not assumed, since a unit axis already requires it.

`massTensor_mul_invMass` justifies the closed formula. `avgInvMass_eq` separates off \(S\), and `dyads_of_isotropic` shows in the step `key` that a nonzero multiple of \(S\) is scalar, divides by the coefficient and takes the trace. `sum_sq_projection` uses \(S=A^TA\), where \(A\) is now \(N\times d\), to turn \(u^TSu\) into a sum of squares. In the main theorem, `Finset.single_le_sum` bounds the self-overlap by the full sum; for \(N=d\), `Finset.add_sum_erase` removes that term and leaves zero for the rest.

`isotropic_iff_orthogonal` gives the equivalence for \(N=d\ge1\), again with unit axes and unequal masses. For \(N>d\) the axes cannot all be pairwise orthogonal, but the average can still be isotropic: `triad_witness` exhibits three planar axes at 120° with an isotropic average, although the first two have overlap \(-1/2\).

Equal populations and common masses are assumed, not derived from a band structure or a distribution function. General ellipsoids are not covered, and for them the bound fails: two valleys with inverse masses \((1,2,3)\) and \((3,2,1)\) along the same Cartesian axes average to \(2I\) in three dimensions.

## Unequal populations

The model could instead carry populations \(w_i\ge0\) with \(\sum_iw_i=1\). Isotropy would then read \(\sum_iw_in_in_i^T=I/d\), and the same argument by hand gives \(w_i\le1/d\) for every valley. Summing over \(i\) again yields \(N\ge d\), while \(N=d\) would now force equal populations as well as orthogonal axes. The Lean theorems treat only equal weights.
